# Overlaps of the unnormalised lowest-Landau-level orbitals zⁿ exp(−|z|²/2)

For a single particle in the plane, with z a suitably scaled complex coordinate, the functions zⁿ exp(−|z|²/2) are lowest-Landau-level orbitals in the symmetric gauge. The failing theorem, `integral_momentDensity`, gives their overlaps: the integral of conj(z)ᵐ zⁿ exp(−|z|²) over the complex plane is π n! when m = n and zero otherwise. The orbitals are thus orthogonal but not normalised; dividing the n-th by √(π n!) would give it unit norm. The proof splits on whether m = n, taking the unequal case from an earlier lemma based on a rotation of the plane. In the equal case it rewrites the integrand as the real function |z|²ᵐ exp(−|z|²) and evaluates the integral by a radial formula with the Gamma function.

As first written in Lean, the proof fails:

```lean
import Mathlib

open MeasureTheory
open scoped ComplexConjugate

namespace IntegralMomentDensity

noncomputable section

/-- The Gaussian-weighted monomial `conj(z)^m z^n exp(-|z|²)` on the complex plane. -/
def momentDensity (m n : ℕ) (z : ℂ) : ℂ :=
  conj z ^ m * z ^ n * (Real.exp (-‖z‖ ^ 2) : ℂ)

/-- The integral of `|z|^k exp(-|z|²)` over the complex plane is `π Γ(k/2 + 1)`. -/
theorem radial_moment (k : ℕ) :
    ∫ z : ℂ, ‖z‖ ^ k * Real.exp (-‖z‖ ^ 2) = Real.pi * Real.Gamma ((k : ℝ) / 2 + 1) := by
  have hk : (0 : ℝ) ≤ k := k.cast_nonneg
  have h := Complex.integral_rpow_mul_exp_neg_rpow (p := 2) (q := (k : ℝ))
    (by norm_num) (by linarith)
  have e₁ : ((k : ℝ) + 2) / 2 = k / 2 + 1 := by ring
  have e₂ : 2 * Real.pi / 2 = Real.pi := by ring
  rw [e₁, e₂] at h
  rw [← h]
  refine integral_congr_ae (.of_forall fun z => ?_)
  simp only [Real.rpow_natCast, Real.rpow_two]

/-- Moments with different powers of `conj(z)` and `z` vanish. -/
theorem integral_momentDensity_of_ne {m n : ℕ} (h : m ≠ n) :
    ∫ z : ℂ, momentDensity m n z = 0 := by
  have hd : (n : ℝ) - m ≠ 0 := sub_ne_zero.mpr (by exact_mod_cast h.symm)
  obtain ⟨θ, hθ⟩ : ∃ θ : ℝ, ((n : ℝ) - m) * θ = Real.pi :=
    ⟨Real.pi / (n - m), by field_simp⟩
  have hθ' : ((n : ℂ) - m) * θ = Real.pi := by
    rw [← hθ]
    push_cast
    ring
  -- a rotation by this angle multiplies the integrand by -1
  have hphase : conj (Complex.exp (θ * Complex.I)) ^ m * Complex.exp (θ * Complex.I) ^ n
      = -1 := by
    rw [← Complex.exp_conj, ← Complex.exp_nat_mul, ← Complex.exp_nat_mul, ← Complex.exp_add,
      ← Complex.exp_pi_mul_I]
    congr 1
    simp only [map_mul, Complex.conj_ofReal, Complex.conj_I]
    linear_combination Complex.I * hθ'
  have hpt : ∀ z : ℂ, momentDensity m n (rotation (Circle.exp θ) z)
      = -momentDensity m n z := by
    intro z
    rw [rotation_apply, Circle.coe_exp]
    simp only [momentDensity, map_mul, mul_pow, norm_mul, Complex.norm_exp_ofReal_mul_I,
      one_mul]
    linear_combination (conj z ^ m * z ^ n * (Real.exp (-‖z‖ ^ 2) : ℂ)) * hphase
  -- rotations preserve the planar measure
  have hrot := (rotation (Circle.exp θ)).measurePreserving.integral_comp
    (rotation (Circle.exp θ)).toHomeomorph.measurableEmbedding (momentDensity m n)
  simp only [hpt] at hrot
  rw [integral_neg] at hrot
  linear_combination (-1 / 2 : ℂ) * hrot

/-- The integral of `conj(z)^m z^n exp(-|z|²)` over the complex plane is `π n!` when `m = n`
and zero otherwise. -/
theorem integral_momentDensity (m n : ℕ) :
    ∫ z : ℂ, momentDensity m n z = if m = n then (Real.pi : ℂ) * n.factorial else 0 := by
  by_cases h : m = n
  · subst h
    have hz : ∀ z : ℂ, momentDensity m m z
        = ((‖z‖ ^ (2 * m) * Real.exp (-‖z‖ ^ 2) : ℝ) : ℂ) := by
      intro z
      rw [momentDensity, ← mul_pow, Complex.conj_mul']
      push_cast
      ring
    have e : ((2 * m : ℕ) : ℝ) / 2 + 1 = m + 1 := by
      push_cast
      ring
    simp only [hz]
    rw [integral_complex_ofReal, radial_moment, e, Real.Gamma_nat_eq_factorial, if_pos rfl,
      Complex.ofReal_mul, Complex.ofReal_natCast]
  · rw [if_neg h, integral_momentDensity_of_ne h]

end

end IntegralMomentDensity
```

The compiler's answer:

```
Main.lean:75:80: error: Tactic `rewrite` failed: Did not find an occurrence of the pattern
  if ?m.137 = ?m.137 then ?m.139 else ?m.140
in the target expression
  ↑(Real.pi * ↑m.factorial) = if True then ↑Real.pi * ↑m.factorial else 0

case pos
m : ℕ
hz : ∀ (z : ℂ), momentDensity m m z = ↑(‖z‖ ^ (2 * m) * Real.exp (-‖z‖ ^ 2))
e : ↑(2 * m) / 2 + 1 = ↑m + 1
⊢ ↑(Real.pi * ↑m.factorial) = if True then ↑Real.pi * ↑m.factorial else 0
```

Fix (accepted with no message):

```diff
@@ -72,6 +72,7 @@
       push_cast
       ring
+    rw [if_pos rfl]
     simp only [hz]
-    rw [integral_complex_ofReal, radial_moment, e, Real.Gamma_nat_eq_factorial, if_pos rfl,
+    rw [integral_complex_ofReal, radial_moment, e, Real.Gamma_nat_eq_factorial,
       Complex.ofReal_mul, Complex.ofReal_natCast]
   · rw [if_neg h, integral_momentDensity_of_ne h]
```

Cause. The error is in the equal case, where the right-hand side begins as `if m = m then … else 0`. The step `simp only [hz]` is meant to rewrite the integrand, but it works on the whole goal and also simplifies the condition `m = m` to `True`. It does not go on to reduce the `if` itself, so `if True then … else 0` is left.

The later rewrite with `if_pos rfl` looks for an `if` whose condition is an equation with identical sides, because `rfl` is read there as a proof of such an equation. `True` does not have that form, so Lean finds no occurrence of the pattern. The rewrites before it, which evaluate the integral, have already succeeded.

The repair puts `rw [if_pos rfl]` before `simp only [hz]`, while the condition is still `m = m`, and so leaves only the value π m! on the right. The old `if_pos rfl` has to be removed from the later chain, since there is no longer an `if` for it to rewrite.
